# In a d shell with pair repulsion U and parallel-spin exchange J ≥ 0, the second difference of the lowest energies is U + 4J at d⁵ and U − J at every other filling from d¹ to d⁹

## A repulsion parameter from three energies

Suppose that a model of a transition-metal L edge needs a value for the repulsion $U$ between d electrons, and that we take it from the lowest energies $E(n)$ of a shell with $n-1$, $n$ and $n+1$ electrons:

$$U_{\text{eff}}(n) = E(n+1) + E(n-1) - 2E(n).$$

This number still contains a contribution from exchange. If $U$ is to mean the repulsion of an antiparallel pair, as in the two-parameter shell model described below, the correction is to add $J$ at every filling except d⁵, where $4J$ has to be subtracted. Two ions described by the same $U$ and $J$ can therefore yield extracted repulsions that differ by $5J$.

## Pairs of electrons in a shell

The shell has $m$ orbitals, and each orbital holds at most one electron of each spin. A configuration has $a$ spin-up and $b$ spin-down electrons, with $a, b \le m$. Its energy is

$$\varepsilon(a,b) = U\binom{a+b}{2} - J\left[\binom{a}{2} + \binom{b}{2}\right].$$

An antiparallel pair costs $U$ and a parallel pair costs $U-J$. The constant $J$ stands for the exchange energy: antisymmetry keeps electrons of parallel spin apart, which lowers their Coulomb repulsion. Here $J$ is a given number, the same for every pair of orbitals, and is not computed from Coulomb integrals.

The lowest energy $E(n)$ is the minimum of $\varepsilon(a,b)$ over all allowed configurations with $a+b=n$.

The model is an idealisation in several respects. Two electrons in the same orbital repel as strongly as an antiparallel pair in different orbitals. There is no ligand-field splitting, spin–orbit coupling, hybridisation or core hole, and no term that flips spins or moves pairs between orbitals. A common one-electron level energy would add a term linear in $n$, which drops out of $U_{\text{eff}}$.

## The two values, and how Lean states them

For $J \ge 0$ and $1 \le n < 2m$,

$$U_{\text{eff}}(n) = \begin{cases} U + (m-1)J, & n = m,\\ U - J, & n \ne m.\end{cases}$$

This is the theorem `effectiveU_eq`. The repulsion $U$ may be any real number, since it multiplies the same number of pairs in all configurations that compete at fixed $n$.

The Lean names correspond to the physics as follows.

- `shellEnergy U J a b` is $\varepsilon(a,b)$, with natural numbers `a` and `b` and real `U` and `J`.
- `levels m U J n` is the set of energies available to $n$ electrons. The conditions `a ≤ m` and `b ≤ m` express the Pauli principle.
- `groundEnergy m U J n` is the infimum of that set, our $E(n)$.
- `effectiveU m U J n` is $U_{\text{eff}}(n)$.

An infimum need not be attained, so the file also shows, by `isLeast_low` and `isLeast_high`, that a definite configuration has this energy. The range $1 \le n < 2m$ ensures that all three electron numbers $n-1$, $n$ and $n+1$ fit into the shell; outside it, Lean would still return a number, but one without physical meaning.

Three further theorems accompany the general formula.

- `effectiveU_d_shell` sets $m=5$ and gives $U+4J$ for five electrons and $U-J$ for every other number from 1 to 9.
- `effectiveU_constant_iff` says that, for $m \ge 2$ and $J \ge 0$, the extracted repulsion is the same at all fillings exactly when $J=0$.
- `lowest_iff` says that, for $J>0$, an allowed configuration has the lowest energy for its electron number exactly when one spin species is empty or full.

The last of these gives the largest spin imbalance that the orbitals permit, as in Hund's first rule. It concerns only the numbers $a$ and $b$ in a model where the preference for parallel spins has been put in through $J$; it says nothing about multiplet terms of a Coulomb Hamiltonian.

## The lowest configuration at each filling

The pairs among $a+b$ electrons are either parallel or antiparallel, and there are $ab$ antiparallel ones:

$$\binom{a+b}{2} = \binom{a}{2} + \binom{b}{2} + ab.$$

Configurations with the same number of electrons share the term in $U$. Comparing $(a,b)$ with the fully polarised configuration $(a+b,0)$ therefore gives

$$\varepsilon(a,b) - \varepsilon(a+b,0) = J\left[\binom{a+b}{2} - \binom{a}{2} - \binom{b}{2}\right] = Jab \ge 0.$$

If $n \le m$, the configuration $(n,0)$ fits into the shell, so it is lowest and

$$E(n) = (U-J)\binom{n}{2}.$$

Beyond half filling, write $n = m+k$ with $k \le m$, and compare with $(m,k)$, in which one spin species is full. Each configuration lies above the fully polarised energy expression by $J$ times its number of antiparallel pairs, so

$$\varepsilon(a,b) - \varepsilon(m,k) = J(ab - mk).$$

Since $k = a+b-m$,

$$ab - mk = ab - ma - mb + m^2 = (m-a)(m-b).$$

Both factors are non-negative because $a,b \le m$. Hence $(m,k)$ is lowest, and

$$E(m+k) = U\binom{m+k}{2} - J\left[\binom{m}{2} + \binom{k}{2}\right].$$

## Adding and removing an electron

For a natural number $i$ we have $\binom{i+1}{2} - \binom{i}{2} = i$. The second difference of $\binom{i}{2}$ is therefore 1.

**Below half filling**, $n<m$, all three energies are of the form $(U-J)\binom{i}{2}$, and $U_{\text{eff}}(n) = U-J$.

**Above half filling**, write $n = m+(k+1)$. The three energies belong to $(m,k)$, $(m,k+1)$ and $(m,k+2)$. The term $\binom{m}{2}$ is constant and cancels. The total number of pairs and the number of pairs in the second spin species each have second difference 1, so again $U_{\text{eff}}(n) = U-J$.

**At half filling**, $n=m$, the added electron meets $m$ electrons of opposite spin and gains no exchange energy:

$$E(m+1) - E(m) = mU.$$

The last electron before it joined $m-1$ electrons of parallel spin:

$$E(m) - E(m-1) = (m-1)(U-J).$$

Subtracting gives

$$U_{\text{eff}}(m) = mU - (m-1)(U-J) = U + (m-1)J.$$

For the d shell, the energies are $E(4) = 6U-6J$, $E(5) = 10U-10J$ and $E(6) = 15U-10J$, which combine to $U+4J$. When $m=1$, the only filling in range is $n=1$, and the formula gives $U$: there are no parallel pairs in a single orbital.

## Negative J favours antiparallel spins

The formula does not hold for all real $J$. Take the d shell with $J=-1$ and $n=1$. Two electrons cost $U+1$ with parallel spins but only $U$ with antiparallel spins, so $E(2)=U$. Since $E(0)=E(1)=0$, the extracted repulsion is $U$, whereas the formula would give $U-J = U+1$.

## The complete Lean file

```lean
import Mathlib

namespace HundExchange

noncomputable section

/-- Energy of `a` spin-up and `b` spin-down electrons in one shell: every pair repels with
energy `U`, and every pair of parallel spins is lowered by the exchange energy `J`. -/
def shellEnergy (U J : ℝ) (a b : ℕ) : ℝ :=
  U * ((a + b).choose 2 : ℝ) - J * ((a.choose 2 : ℝ) + (b.choose 2 : ℝ))

/-- The energies available to `n` electrons in a shell of `m` orbitals, where each orbital
holds at most one electron of each spin. -/
def levels (m : ℕ) (U J : ℝ) (n : ℕ) : Set ℝ :=
  {E | ∃ a b : ℕ, a ≤ m ∧ b ≤ m ∧ a + b = n ∧ E = shellEnergy U J a b}

/-- The lowest energy of `n` electrons in a shell of `m` orbitals, for `n ≤ 2 * m`. -/
def groundEnergy (m : ℕ) (U J : ℝ) (n : ℕ) : ℝ := sInf (levels m U J n)

/-- The effective repulsion `E(n+1) + E(n-1) - 2 E(n)` extracted from lowest energies,
for `1 ≤ n` and `n < 2 * m`. -/
def effectiveU (m : ℕ) (U J : ℝ) (n : ℕ) : ℝ :=
  groundEnergy m U J (n + 1) + groundEnergy m U J (n - 1) - 2 * groundEnergy m U J n

/-- Relative to all spins parallel, a configuration with `a` spins up and `b` spins down
costs `J` for each antiparallel pair. -/
theorem energy_sub_polarised (U J : ℝ) (a b : ℕ) :
    shellEnergy U J a b - shellEnergy U J (a + b) 0 = J * a * b := by
  simp only [shellEnergy, Nat.cast_choose_two, add_zero]
  push_cast
  ring

/-- Relative to `m` spins up and `k` spins down, a configuration `(a, b)` with the same
number of electrons costs `J (m - a) (m - b)`. -/
theorem energy_sub_filled (U J : ℝ) {m k a b : ℕ} (h : a + b = m + k) :
    shellEnergy U J a b - shellEnergy U J m k = J * ((m : ℝ) - a) * ((m : ℝ) - b) := by
  have h' : (k : ℝ) = a + b - m := by
    have h2 : (a : ℝ) + b = m + k := by exact_mod_cast h
    linarith
  simp only [shellEnergy, Nat.cast_choose_two, h]
  push_cast
  rw [h']
  ring

/-- Up to half filling, and for `J ≥ 0`, the configuration with all spins parallel has the
lowest energy. -/
theorem isLeast_low {m n : ℕ} (U : ℝ) {J : ℝ} (hJ : 0 ≤ J) (h : n ≤ m) :
    IsLeast (levels m U J n) (shellEnergy U J n 0) := by
  refine ⟨⟨n, 0, h, Nat.zero_le _, rfl, rfl⟩, ?_⟩
  rintro E ⟨a, b, ha, hb, rfl, rfl⟩
  have h1 := energy_sub_polarised U J a b
  have h2 : 0 ≤ J * a * b := by positivity
  linarith

/-- From half filling on, and for `J ≥ 0`, the configuration with one spin species filled
and the remaining `k ≤ m` electrons in the other has the lowest energy. -/
theorem isLeast_high {m k : ℕ} (U : ℝ) {J : ℝ} (hJ : 0 ≤ J) (h : k ≤ m) :
    IsLeast (levels m U J (m + k)) (shellEnergy U J m k) := by
  refine ⟨⟨m, k, le_refl m, h, rfl, rfl⟩, ?_⟩
  rintro E ⟨a, b, ha, hb, hab, rfl⟩
  have h1 := energy_sub_filled U J hab
  have ha' : (0 : ℝ) ≤ (m : ℝ) - a := sub_nonneg.2 (by exact_mod_cast ha)
  have hb' : (0 : ℝ) ≤ (m : ℝ) - b := sub_nonneg.2 (by exact_mod_cast hb)
  have h2 := mul_nonneg (mul_nonneg hJ ha') hb'
  linarith

/-- For `J > 0`, a configuration allowed in a shell of `m` orbitals has the lowest energy
for its number of electrons exactly when one spin species is empty or full. -/
theorem lowest_iff {m a b : ℕ} (U : ℝ) {J : ℝ} (hJ : 0 < J) (ha : a ≤ m) (hb : b ≤ m) :
    shellEnergy U J a b = groundEnergy m U J (a + b) ↔
      a = 0 ∨ b = 0 ∨ a = m ∨ b = m := by
  rcases le_total (a + b) m with h | h
  · -- up to half filling the excess energy is `J a b`
    have hg : groundEnergy m U J (a + b) = shellEnergy U J (a + b) 0 :=
      (isLeast_low U hJ.le h).csInf_eq
    rw [hg, ← sub_eq_zero, energy_sub_polarised]
    constructor
    · intro h0
      have h1 : a = 0 ∨ b = 0 := by simpa [hJ.ne'] using h0
      omega
    · intro h0
      have h1 : a = 0 ∨ b = 0 := by omega
      rcases h1 with h1 | h1 <;> simp [h1]
  · -- beyond half filling it is `J (m - a) (m - b)`
    obtain ⟨k, hk⟩ := Nat.exists_eq_add_of_le h
    have hg : groundEnergy m U J (m + k) = shellEnergy U J m k :=
      (isLeast_high U hJ.le (by omega)).csInf_eq
    rw [hk, hg, ← sub_eq_zero, energy_sub_filled U J hk]
    constructor
    · intro h0
      rcases mul_eq_zero.1 h0 with h1 | h1
      · rcases mul_eq_zero.1 h1 with h2 | h2
        · exact absurd h2 hJ.ne'
        · have h3 : m = a := by exact_mod_cast sub_eq_zero.1 h2
          omega
      · have h3 : m = b := by exact_mod_cast sub_eq_zero.1 h1
        omega
    · intro h0
      have h1 : a = m ∨ b = m := by omega
      rcases h1 with h1 | h1 <;> simp [h1]

/-- For `J ≥ 0` and `1 ≤ n < 2 m`, the effective repulsion in a shell of `m` orbitals is
`U + (m - 1) J` at half filling and `U - J` at every other filling. -/
theorem effectiveU_eq {m n : ℕ} (U : ℝ) {J : ℝ} (hJ : 0 ≤ J) (h1 : 1 ≤ n)
    (h2 : n < 2 * m) :
    effectiveU m U J n = if n = m then U + ((m : ℝ) - 1) * J else U - J := by
  have low : ∀ i, i ≤ m → groundEnergy m U J i = shellEnergy U J i 0 :=
    fun i hi => (isLeast_low U hJ hi).csInf_eq
  have high : ∀ k, k ≤ m → groundEnergy m U J (m + k) = shellEnergy U J m k :=
    fun k hk => (isLeast_high U hJ hk).csInf_eq
  rcases lt_trichotomy n m with h | h | h
  · -- below half filling all three lowest configurations are fully polarised
    obtain ⟨p, rfl⟩ : ∃ p, n = p + 1 := ⟨n - 1, by omega⟩
    rw [if_neg h.ne, effectiveU, Nat.add_sub_cancel, low (p + 1 + 1) (by omega),
      low p (by omega), low (p + 1) (by omega)]
    simp only [shellEnergy, Nat.cast_choose_two, add_zero]
    push_cast
    ring
  · -- at half filling the added electron has no parallel partner
    subst h
    obtain ⟨p, rfl⟩ : ∃ p, n = p + 1 := ⟨n - 1, by omega⟩
    rw [if_pos rfl, effectiveU, Nat.add_sub_cancel, high 1 (by omega),
      low p (by omega), low (p + 1) le_rfl]
    simp only [shellEnergy, Nat.cast_choose_two, add_zero]
    push_cast
    ring
  · -- above half filling only the second spin species changes
    obtain ⟨k, rfl⟩ : ∃ k, n = m + (k + 1) := ⟨n - m - 1, by omega⟩
    have e1 : m + (k + 1) + 1 = m + (k + 2) := by omega
    have e2 : m + (k + 1) - 1 = m + k := by omega
    rw [if_neg h.ne', effectiveU, e1, e2, high (k + 2) (by omega),
      high k (by omega), high (k + 1) (by omega)]
    simp only [shellEnergy, Nat.cast_choose_two]
    push_cast
    ring

/-- In a d shell with `J ≥ 0` the effective repulsion is `U + 4 J` for five electrons and
`U - J` for every other number of electrons from 1 to 9. -/
theorem effectiveU_d_shell (U : ℝ) {J : ℝ} (hJ : 0 ≤ J) :
    effectiveU 5 U J 5 = U + 4 * J ∧
      ∀ n : ℕ, 1 ≤ n → n ≤ 9 → n ≠ 5 → effectiveU 5 U J n = U - J := by
  constructor
  · rw [effectiveU_eq U hJ (by norm_num) (by norm_num), if_pos rfl]
    norm_num
  · intro n h1 h9 h5
    rw [effectiveU_eq U hJ h1 (by omega), if_neg h5]

/-- In a shell of at least two orbitals with `J ≥ 0`, the effective repulsion is the same at
all fillings `1 ≤ n < 2 m` as at half filling exactly when the exchange energy vanishes. -/
theorem effectiveU_constant_iff {m : ℕ} (U : ℝ) {J : ℝ} (hJ : 0 ≤ J) (hm : 2 ≤ m) :
    (∀ n : ℕ, 1 ≤ n → n < 2 * m → effectiveU m U J n = effectiveU m U J m) ↔ J = 0 := by
  have hhalf := effectiveU_eq (m := m) (n := m) U hJ (by omega) (by omega)
  rw [if_pos rfl] at hhalf
  constructor
  · intro h
    -- compare a single electron with the half-filled shell
    have h1 := h 1 le_rfl (by omega)
    rw [hhalf, effectiveU_eq U hJ le_rfl (by omega), if_neg (by omega)] at h1
    have h2 : (m : ℝ) * J = 0 := by linarith
    have h3 : (m : ℝ) ≠ 0 := by
      have h4 : m ≠ 0 := by omega
      exact_mod_cast h4
    exact (mul_eq_zero.1 h2).resolve_left h3
  · intro h0 n h1 h2
    rw [hhalf, effectiveU_eq U hJ h1 h2]
    split_ifs <;> simp [h0]

end

end HundExchange
```

```lean
#print axioms HundExchange.lowest_iff
#print axioms HundExchange.effectiveU_d_shell
#print axioms HundExchange.effectiveU_constant_iff
```

```
'HundExchange.lowest_iff' depends on axioms: [propext, Classical.choice, Quot.sound]
'HundExchange.effectiveU_d_shell' depends on axioms: [propext, Classical.choice, Quot.sound]
'HundExchange.effectiveU_constant_iff' depends on axioms: [propext, Classical.choice, Quot.sound]
```

## Excess energies become minima

The first two lemmas are the algebraic identities for the excess energy. In `energy_sub_polarised`, the rewriting rule `Nat.cast_choose_two` replaces each binomial coefficient by the real expression $x(x-1)/2$, and `ring` verifies the resulting polynomial identity. The lemma `energy_sub_filled` does the same after solving the electron count for $k = a+b-m$. It does this in the real numbers, where the subtraction has its ordinary meaning.

Each `IsLeast` lemma has two parts. The first exhibits the configuration, $(n,0)$ or $(m,k)$, and checks that it fits into the shell. The second takes an arbitrary competitor $(a,b)$, inserts the excess energy and shows that it is non-negative. Below half filling, `positivity` recognises $Jab \ge 0$. Above it, the bounds $a \le m$ and $b \le m$ supply the signs of the two factors, and `mul_nonneg` combines them. In both cases `linarith` turns the non-negative difference into the required inequality between energies.

The theorem `lowest_iff` asks when the excess vanishes. With $J>0$, the product $Jab$ is zero only if $a=0$ or $b=0$, and $J(m-a)(m-b)$ only if $a=m$ or $b=m$. The statement lists all four possibilities at every filling, and `omega` reconciles them with the two that occur in each case. If $a+b \le m$ and $a=m$, for example, then $b=0$ already.

## Three cases for the second difference

In `effectiveU_eq`, the local statements `low` and `high` convert the two minima into explicit values of `groundEnergy`, by way of `csInf_eq`: the infimum of a set with a least element is that element. The lemma `lt_trichotomy` then separates $n<m$, $n=m$ and $n>m$, as in the derivation above.

In the first two cases the proof writes $n=p+1$, so that $n-1$ becomes $p$. Below half filling it uses `low` three times. At half filling it uses `low` for $p$ and $p+1$ electrons, and `high 1` for the configuration with one electron in the second spin species. Above half filling it writes $n=m+(k+1)$ and uses `high` three times. What remains in each case is the second difference of explicit polynomials, which `ring` evaluates.

The d-shell theorem inserts $m=5$ into this result. For `effectiveU_constant_iff`, the forward direction compares a single electron with the half-filled shell:

$$U-J = U+(m-1)J \quad\Longrightarrow\quad mJ=0.$$

Since $m \ne 0$, this forces $J=0$. The condition $m \ge 2$ ensures that $n=1$ and $n=m$ are different fillings; with $m=1$ there is nothing to compare, and the extracted repulsion is trivially constant for every $J \ge 0$. Conversely, setting $J=0$ makes both branches of the general formula equal to $U$.
